# The translates of one orbital on a finite ring span one dimension per momentum with nonzero Fourier transform

Take a ring of $N \ge 1$ cells labelled by integers modulo $N$, a complex vector space $E$ of intra-cell amplitudes ($\mathbb{C}^m$ for $m$ sites per cell), and an orbital $f$ with amplitude $f(x) \in E$ in cell $x$. With $\omega = e^{2\pi i/N}$, define the translate by $R$ cells and the vector transform at the momentum label $k$ modulo $N$:

$$(T_R f)(x) = f(x-R), \qquad F(k) = \sum_j \omega^{-jk} f(j) \in E .$$

Then

$$\dim \operatorname{span}\{T_R f\}_R = \#\{k : F(k) \ne 0\}.$$

The $N$ translates are linearly independent exactly when $F$ has no zero, and if $F(k) = 0$ their span contains no nonzero Bloch wave of momentum $k$.

## Bases built from translated orbitals

A code that fills a periodic supercell with the translates of one orbital and inverts their overlap matrix needs them to be independent. In a single-particle, one-dimensional periodic model, a band has one state per mesh momentum, so the span of the translates of one orbital falls one dimension short of that count for every zero of $F$ on the mesh. The test is componentwise: $k$ counts as a zero only when all $m$ components of $F(k)$ vanish.

## From translates to Bloch waves and back

Write $w_{k,u}(x) = \omega^{kx} u$ for the Bloch wave with cell amplitude $u \in E$. All sums run over the $N$ residues.

1. Orthogonality. The sum $\sigma_t = \sum_k \omega^{tk}$ is $N$ for $t = 0$. For $t \ne 0$, shifting $k$ by one gives $\omega^t \sigma_t = \sigma_t$ with $\omega^t \ne 1$, so $\sigma_t = 0$.
2. Bloch sum. Substituting $j = x - R$,
$$\sum_R \omega^{kR} f(x-R) = \omega^{kx} \sum_j \omega^{-jk} f(j) = w_{k,F(k)}(x),$$
so each wave $w_{k,F(k)}$ lies in the span of the translates.
3. Inversion. Collecting phases, exchanging the sums and using step 1,
$$\frac1N \sum_k \omega^{-kR} w_{k,F(k)}(x) = \frac1N \sum_j \Big(\sum_k \omega^{(x-R-j)k}\Big) f(j) = f(x-R).$$
Waves with $F(k) = 0$ are zero and drop out, so the translates and the waves with $F(k) \ne 0$ span the same space.
4. Independence. The shift $(Sg)(x) = g(x+1)$ of a function $g$ satisfies $S w_{k,u} = \omega^k w_{k,u}$, and $w_{k,u}(0) = u$. Waves with nonzero amplitudes at distinct $k$ are therefore eigenvectors with distinct eigenvalues, hence independent. Counting them gives the dimension, and $N$ vectors are independent exactly when they span $N$ dimensions.
5. Missing waves. Replacing $j$ by $j + R$ shows that the transform of $T_R f$ at $k$ is $\omega^{-Rk} F(k)$. If $F(k) = 0$, the transform at $k$, being linear, vanishes on the whole span. On $w_{k,u}$ it equals $\sum_j \omega^{-jk}\omega^{kj} u = N u$, which is nonzero for $u \ne 0$.
6. Two-cell orbital. For $f = v\delta_0 - v\delta_1$, with $v \in E$ nonzero and $\delta_y$ the indicator of cell $y$, $F(k) = (1 - \omega^{-k})v$ vanishes only at $k = 0$, so the dimension is $N - 1$.

## The Lean file

```lean
import Mathlib

open Finset ZMod

namespace TranslateSpan

noncomputable section

variable {N : ℕ} [NeZero N] {E : Type*} [AddCommGroup E] [Module ℂ E]

/-- The orbital `f` on a ring of `N` cells, with intra-cell amplitudes in `E` (for instance
`ℂ^m`), translated by the lattice vector `R`. -/
def translate (R : ZMod N) (f : ZMod N → E) : ZMod N → E := fun x => f (x - R)

/-- The vector Fourier transform `F(k) = ∑ⱼ exp(-2πi jk/N) f(j)`. -/
def fourier (k : ZMod N) (f : ZMod N → E) : E := ∑ j, stdAddChar (-(j * k)) • f j

/-- The Bloch wave `x ↦ exp(2πi kx/N) u` of momentum `k` and cell amplitude `u`. -/
def planeWave (k : ZMod N) (u : E) : ZMod N → E := fun x => stdAddChar (k * x) • u

/-- The space spanned by the `N` lattice translates of `f`. -/
def translateSpan (f : ZMod N → E) : Submodule ℂ (ZMod N → E) :=
  Submodule.span ℂ (Set.range fun R => translate R f)

open Classical in
/-- The momenta at which the vector Fourier transform of `f` is nonzero. -/
def activeMomenta (f : ZMod N → E) : Finset (ZMod N) := univ.filter fun k => fourier k f ≠ 0

/-- The two-cell orbital `v δ₀ - v δ₁`. For `N ≥ 2` it has amplitude `v` in cell `0`, `-v` in cell
`1` and zero elsewhere; for `N = 1` the two cells coincide and it is zero. -/
def dimer (v : E) : ZMod N → E := fun x => (if x = 0 then v else 0) - (if x = 1 then v else 0)

/-- The lattice sum of the phases `exp(2πi tk/N)` over `k` is `N` for `t = 0` and zero
otherwise. -/
theorem sum_phase (t : ZMod N) : ∑ k, stdAddChar (t * k) = if t = 0 then (N : ℂ) else 0 := by
  split_ifs with h
  · simp only [h, zero_mul, AddChar.map_zero_eq_one, sum_const, card_univ, ZMod.card,
      nsmul_eq_mul, mul_one]
  · exact AddChar.sum_eq_zero_of_ne_one (isPrimitive_stdAddChar N h)

/-- Translating an orbital by `R` multiplies its transform at `k` by `exp(-2πi Rk/N)`. -/
theorem fourier_translate (k R : ZMod N) (f : ZMod N → E) :
    fourier k (translate R f) = stdAddChar (-(R * k)) • fourier k f := by
  simp only [fourier, translate, Finset.smul_sum, smul_smul]
  refine Fintype.sum_equiv (Equiv.subRight R) _ _ fun j => ?_
  simp only [Equiv.subRight_apply, ← AddChar.map_add_eq_mul]
  congr 2
  ring

/-- The Bloch sum of the translates at momentum `k` is the Bloch wave with amplitude `F(k)`. -/
theorem bloch_sum (k : ZMod N) (f : ZMod N → E) :
    ∑ R, stdAddChar (k * R) • translate R f = planeWave k (fourier k f) := by
  funext x
  simp only [Finset.sum_apply, Pi.smul_apply, translate, planeWave, fourier, Finset.smul_sum,
    smul_smul]
  refine Fintype.sum_equiv (Equiv.subLeft x) _ _ fun R => ?_
  simp only [Equiv.subLeft_apply, ← AddChar.map_add_eq_mul]
  congr 2
  ring

/-- Each translate is the average over `k` of the Bloch waves with amplitude `F(k)`, weighted by
`exp(-2πi kR/N)`. -/
theorem translate_eq (R : ZMod N) (f : ZMod N → E) :
    translate R f = (N : ℂ)⁻¹ • ∑ k, stdAddChar (-(k * R)) • planeWave k (fourier k f) := by
  funext x
  have hN : (N : ℂ) ≠ 0 := Nat.cast_ne_zero.mpr (NeZero.ne N)
  -- collect the phases, exchange the sums, and use orthogonality
  have key : ∑ k, stdAddChar (-(k * R)) • stdAddChar (k * x) • ∑ j, stdAddChar (-(j * k)) • f j
      = (N : ℂ) • f (x - R) := by
    calc _ = ∑ k, ∑ j, stdAddChar ((x - R - j) * k) • f j := by
          refine sum_congr rfl fun k _ => ?_
          simp only [Finset.smul_sum, smul_smul, ← AddChar.map_add_eq_mul]
          refine sum_congr rfl fun j _ => ?_
          congr 2
          ring
      _ = ∑ j, (∑ k, stdAddChar ((x - R - j) * k)) • f j := by
          rw [sum_comm]
          simp only [Finset.sum_smul]
      _ = _ := by
          simp only [sum_phase, sub_eq_zero, ite_smul, zero_smul, Finset.sum_ite_eq, mem_univ,
            if_true]
  simp only [translate, Pi.smul_apply, Finset.sum_apply, planeWave, fourier]
  rw [key, smul_smul, inv_mul_cancel₀ hN, one_smul]

/-- The translates span the same space as the Bloch waves with amplitude `F(k)` at the momenta
where `F(k) ≠ 0`. -/
theorem translateSpan_eq (f : ZMod N → E) :
    translateSpan f = Submodule.span ℂ
      (Set.range fun k : activeMomenta f => planeWave (k : ZMod N) (fourier k f)) := by
  apply le_antisymm
  · refine Submodule.span_le.mpr (Set.range_subset_iff.mpr fun R => ?_)
    simp only [SetLike.mem_coe]
    rw [translate_eq R f]
    refine Submodule.smul_mem _ _ (Submodule.sum_mem _ fun k _ => Submodule.smul_mem _ _ ?_)
    by_cases h : fourier k f = 0
    · have h0 : planeWave k (fourier k f) = 0 := by
        funext x
        simp [planeWave, h]
      rw [h0]
      exact Submodule.zero_mem _
    · exact Submodule.subset_span ⟨⟨k, by simp [activeMomenta, h]⟩, rfl⟩
  · refine Submodule.span_le.mpr (Set.range_subset_iff.mpr fun k => ?_)
    simp only [SetLike.mem_coe]
    rw [← bloch_sum]
    exact Submodule.sum_mem _ fun R _ => Submodule.smul_mem _ _ (Submodule.subset_span ⟨R, rfl⟩)

/-- Bloch waves at distinct momenta with nonzero cell amplitudes are linearly independent. -/
theorem planeWave_linearIndependent (s : Finset (ZMod N)) (u : ZMod N → E)
    (hs : ∀ k ∈ s, u k ≠ 0) :
    LinearIndependent ℂ fun k : s => planeWave (k : ZMod N) (u k) := by
  -- eigenvectors of the unit shift with distinct eigenvalues
  refine Module.End.eigenvectors_linearIndependent'
    (LinearMap.funLeft ℂ E fun x : ZMod N => x + 1) (fun k : s => stdAddChar (k : ZMod N))
    (fun a b h => Subtype.ext (injective_stdAddChar h)) _ fun k => ?_
  rw [Module.End.hasEigenvector_iff, Module.End.mem_eigenspace_iff]
  constructor
  · funext x
    simp only [LinearMap.funLeft_apply, planeWave, Pi.smul_apply, smul_smul,
      ← AddChar.map_add_eq_mul]
    congr 2
    ring
  · intro h
    apply hs k k.2
    simpa [planeWave] using congrFun h 0

/-- The span of the `N` translates of `f` has dimension equal to the number of momenta at which
the vector Fourier transform of `f` is nonzero. -/
theorem finrank_translateSpan (f : ZMod N → E) :
    Module.finrank ℂ (translateSpan f) = (activeMomenta f).card := by
  have hli := planeWave_linearIndependent (activeMomenta f) (fun k => fourier k f)
    (fun k hk => by simpa [activeMomenta] using hk)
  rw [translateSpan_eq, finrank_span_eq_card hli, Fintype.card_coe]

/-- The `N` translates are linearly independent exactly when the transform has no zero. -/
theorem translates_linearIndependent_iff (f : ZMod N → E) :
    (LinearIndependent ℂ fun R => translate R f) ↔ ∀ k, fourier k f ≠ 0 := by
  have h := finrank_translateSpan f
  unfold translateSpan at h
  rw [linearIndependent_iff_card_eq_finrank_span, Set.finrank, h, eq_comm,
    Finset.card_eq_iff_eq_univ, Finset.eq_univ_iff_forall]
  simp [activeMomenta]

/-- If the transform vanishes at `k`, no nonzero Bloch wave of momentum `k` is a combination of
the translates. -/
theorem planeWave_not_mem (f : ZMod N → E) (k : ZMod N) (h : fourier k f = 0) (u : E)
    (hu : u ≠ 0) : planeWave k u ∉ translateSpan f := by
  -- the transform at `k` kills the whole span
  have hspan : ∀ g ∈ translateSpan f, fourier k g = 0 := by
    intro g hg
    unfold translateSpan at hg
    induction hg using Submodule.span_induction with
    | mem g hg =>
      obtain ⟨R, rfl⟩ := hg
      simp only [fourier_translate, h, smul_zero]
    | zero => simp [fourier]
    | add a b _ _ ha hb =>
      have : fourier k (a + b) = fourier k a + fourier k b := by
        simp only [fourier, Pi.add_apply, smul_add, sum_add_distrib]
      rw [this, ha, hb, add_zero]
    | smul c a _ ha =>
      have : fourier k (c • a) = c • fourier k a := by
        simp only [fourier, Pi.smul_apply, Finset.smul_sum]
        exact sum_congr rfl fun j _ => smul_comm _ _ _
      rw [this, ha, smul_zero]
  -- but it sends the Bloch wave to `N u`
  have hw : fourier k (planeWave k u) = (N : ℂ) • u := by
    have hz : ∀ j : ZMod N, -(j * k) + k * j = 0 := fun j => by ring
    simp only [fourier, planeWave, smul_smul, ← AddChar.map_add_eq_mul, hz,
      AddChar.map_zero_eq_one, one_smul, sum_const, card_univ, ZMod.card]
    exact (Nat.cast_smul_eq_nsmul ℂ N u).symm
  intro hm
  have h0 := hspan _ hm
  rw [hw] at h0
  exact smul_ne_zero (Nat.cast_ne_zero.mpr (NeZero.ne N)) hu h0

/-- The `N` translates of the two-cell orbital with `v ≠ 0` span a space of dimension one less
than `N`. -/
theorem finrank_dimer (v : E) (hv : v ≠ 0) :
    Module.finrank ℂ (translateSpan (dimer v : ZMod N → E)) + 1 = N := by
  have hF : ∀ k : ZMod N, fourier k (dimer v) = (1 - stdAddChar (-k)) • v := by
    intro k
    simp only [fourier, dimer, smul_sub, sum_sub_distrib, smul_ite, smul_zero,
      Finset.sum_ite_eq', mem_univ, if_true, zero_mul, neg_zero, AddChar.map_zero_eq_one,
      one_mul, sub_smul]
  -- the only zero is at `k = 0`
  have hA : activeMomenta (dimer v : ZMod N → E) = univ.erase 0 := by
    ext k
    simp only [activeMomenta, mem_filter, mem_univ, true_and, mem_erase, and_true, hF, ne_eq,
      smul_eq_zero, hv, or_false, sub_eq_zero]
    refine not_congr ⟨fun h => ?_, fun h => ?_⟩
    · exact neg_eq_zero.mp
        (injective_stdAddChar (h.symm.trans (AddChar.map_zero_eq_one _).symm))
    · rw [h, neg_zero, AddChar.map_zero_eq_one]
  rw [finrank_translateSpan, hA, Finset.card_erase_add_one (mem_univ _), card_univ, ZMod.card]

end

end TranslateSpan
```

```lean
#print axioms TranslateSpan.finrank_translateSpan
-- 'TranslateSpan.finrank_translateSpan' depends on axioms: [propext, Classical.choice, Quot.sound]
#print axioms TranslateSpan.translates_linearIndependent_iff
-- 'TranslateSpan.translates_linearIndependent_iff' depends on axioms: [propext, Classical.choice, Quot.sound]
#print axioms TranslateSpan.planeWave_not_mem
-- 'TranslateSpan.planeWave_not_mem' depends on axioms: [propext, Classical.choice, Quot.sound]
#print axioms TranslateSpan.finrank_dimer
-- 'TranslateSpan.finrank_dimer' depends on axioms: [propext, Classical.choice, Quot.sound]
```

## Conventions fixed by the definitions

Cells, lattice vectors and momenta all have type `ZMod N`, which builds in the periodic boundary condition, and `[NeZero N]` is $N \ge 1$. The label $k$ stands for crystal momentum $2\pi k/N$ at unit lattice constant and $\hbar = 1$, and `stdAddChar t` is $\omega^t$. The space `E` carries only `[AddCommGroup E] [Module ℂ E]`, with no inner product and no bound on its dimension. The function `fourier` has the minus sign in the exponent and no prefactor, and the factor $1/N$ sits in the inversion. The waves `planeWave k u` are unnormalised: for $E = \mathbb{C}^m$ with the usual norm, the unit Bloch state that the span contains at a momentum with $F(k) \ne 0$ is, up to a phase, $w_{k,F(k)}/(\sqrt N\,\|F(k)\|)$, and the unit two-cell orbital for $N \ge 2$ is $f/(\sqrt2\,\|v\|)$. Rescaling changes no dimension.

The main theorem `finrank_translateSpan` says, for every `f`, that the complex dimension of `translateSpan f` equals the number of elements of `activeMomenta f`. The span has $N$ generators, so `Module.finrank` is its true dimension even for infinite-dimensional `E`. The other results are `translates_linearIndependent_iff`, `planeWave_not_mem` under `fourier k f = 0` and `u ≠ 0`, and `finrank_dimer`, which is stated as dimension plus one equals $N$.

## How the lemmas follow the six steps

Step 1 is `sum_phase`, whose case $t \ne 0$ uses `isPrimitive_stdAddChar` to show that the character $k \mapsto \omega^{tk}$ is nontrivial and so sums to zero. In `bloch_sum` the substitution $j = x - R$ is the bijection `Equiv.subLeft x`, and `ring` matches the exponents. The `calc` block of `translate_eq` is step 3: it merges the phases, applies `sum_comm`, and collapses the inner sum with `sum_phase`. The two inclusions of `translateSpan_eq` use `translate_eq` with a case split on `fourier k f = 0`, and `bloch_sum` read backwards.

For step 4, `planeWave_linearIndependent` passes the shift, written with `LinearMap.funLeft`, to `Module.End.eigenvectors_linearIndependent'`. The eigenvalues are distinct by `injective_stdAddChar`, and `congrFun h 0` evaluates the wave in cell $0$. Then `finrank_span_eq_card` does the counting. Step 5 consists of `fourier_translate`, which reindexes by `Equiv.subRight R`, the induction over the span in `hspan`, and the value $Nu$ in `hw`. In `finrank_dimer`, `hF` computes $F$ and `hA` identifies the active momenta with `univ.erase 0`.

## Exact rank of one orbital, with no Hamiltonian

The theorems concern one orbital, one periodic direction and a finite ring. No Hamiltonian, band, point-group operation or support condition appears: $f$ is arbitrary. Full rank gives $N$ dimensions, which for $m > 1$ is a proper subspace of the $mN$-dimensional space of all amplitudes.

The count uses exact zeros on the mesh and gives no bound on conditioning. The overlap eigenvalues below and the infinite chain further on are side computations that the file does not contain. For $E = \mathbb{C}^m$ with the usual inner product, the overlap matrix of the translates is circulant with eigenvalues $\|F(k)\|^2$. When $F$ has no zero the rank is full and the condition number is $\max_k \|F(k)\|^2 / \min_k \|F(k)\|^2$. An $F(k)$ that is small compared with the largest one therefore makes the inversion ill-conditioned, and a floating-point rank then depends on the threshold chosen.

## Smallest rings and dropped hypotheses

For $N = 1$ the only momentum is $k = 0$ and $F(0) = f(0)$, so the dimension is $1$ or $0$. Cells $0$ and $1$ coincide, `dimer v` is $v - v = 0$, and `finrank_dimer` reads $0 + 1 = 1$. For $N = 2$ the translates are $(v,-v)$ and $(-v,v)$, with $F(0) = 0$, $F(1) = 2v$ and dimension $1$.

Without `hv`, the choice $v = 0$ at $N = 2$ gives dimension $0$, and $0 + 1 \ne 2$. Without `h` in `planeWave_not_mem`, the single-cell orbital $u\delta_0$ has $F(k) = u$, and step 2 puts $w_{k,u}$ in the span. Without the finite ring, on the chain of all integers, a combination of translates of the two-cell orbital with finitely many nonzero coefficients $c_R$ has amplitude $(c_x - c_{x-1})v$ in cell $x$. It vanishes only for constant, hence zero, coefficients, so these translates are independent although the transform still vanishes at zero momentum.
